# Energies and slopes have a positive semidefinite joint covariance under the one-dimensional squared-exponential kernel

## Can energies and forces share one covariance matrix?

Take a single data point on a line and the kernel $k(x,y)=e^{-(x-y)^2/2}$. The energy and the slope at that point have the identity as their covariance matrix, so the combination $a\cdot\text{energy}+b\cdot\text{slope}$ has variance $a^2+b^2$. This is a sum of squares and can't be negative.

With points $x_1,\dots,x_n$, I write $d=x_i-x_j$ and $k_{ij}=e^{-d^2/2}$, and get a $2n\times 2n$ matrix with blocks $k_{ij}$, $d\,k_{ij}$, $-d\,k_{ij}$ and $(1-d^2)k_{ij}$. Gaussian-process regression on energies and forces together needs this matrix to be positive semidefinite. The signs are mixed, and I can't see it from the entries. Can it be proved rigorously and checked by machine?

## Yes: the variance is still a sum of squares

Let $a_i$ and $b_i$ be the coefficients of the energy and the slope at $x_i$. Until nonnegativity is proved, "variance" is just a name for the quadratic form of the matrix in these coefficients. The blocks are $k$ and its derivatives: $\partial_y k=(x-y)k$, $\partial_x k=-(x-y)k$ and $\partial_x\partial_y k=(1-(x-y)^2)k$. The kernel factors as
$$k(x,y)=e^{-x^2/2}e^{-y^2/2}e^{xy}=\sum_{m\ge0}\frac{(e^{-x^2/2}x^m)(e^{-y^2/2}y^m)}{m!}.$$
Applying $a_i$ times the value plus $b_i$ times the derivative to $e^{-x^2/2}x^m$ at each point, and summing, gives the mode amplitude
$$A_m=\sum_i e^{-x_i^2/2}\left[(a_i-b_ix_i)x_i^m+b_i\,m\,x_i^{m-1}\right].$$

To see that $\sum_m A_m^2/m!$ is the variance, fix a pair $i,j$ and put $c_i=a_i-b_ix_i$. The exponential series gives
$$\sum_m \frac{m\,x^my^{m-1}}{m!}=x\,e^{xy},\qquad \sum_m\frac{m^2(xy)^{m-1}}{m!}=(1+xy)e^{xy}.$$
The pair therefore contributes $k_{ij}$ times
$$(c_i+b_ix_j)(c_j+b_jx_i)+b_ib_j=(a_i-b_id)(a_j+b_jd)+b_ib_j$$
$$=a_ia_j+d\,a_ib_j-d\,b_ia_j+(1-d^2)b_ib_j.$$
These are the four blocks, so the variance equals $\sum_m A_m^2/m!\ge0$.

### Distinct points give exactly one fit

If the variance is zero, every $A_m$ vanishes. By linearity,
$$\sum_i e^{-x_i^2/2}\left[(a_i-b_ix_i)p(x_i)+b_ip'(x_i)\right]=0$$
for every polynomial $p$. For distinct points, let $k$ label one of them (an index here, not the kernel) and put $Q_k(X)=\prod_{j\ne k}(X-x_j)^2$, which is $1$ when there is only one point. Its double zeros remove all terms except the $k$-th. Choosing $p=(X-x_k)Q_k$ gives $b_k=0$, and then $p=Q_k$ gives $a_k=0$. The matrix is thus positive definite. If two points coincide, two energy rows are equal and the determinant is zero.

The regression surface is
$$s(t)=\sum_j\left[a_jk(t,x_j)+b_j(t-x_j)k(t,x_j)\right].$$
Its energies and slopes at the data points are the covariance matrix applied to $(a,b)$. At distinct points the matrix is invertible, so any prescribed data fix the coefficients uniquely.

### Energies and slopes as one indexed vector

In Lean, the finite type `ι` labels the data points and `x : ι → ℝ` gives their positions. Vectors are indexed by `ι ⊕ ι`: `v (.inl i)` is $a_i$ and `v (.inr i)` is $b_i$. The kernel is `kern`, the matrix is `jointCov x`, $A_m$ is `mode x v m`, and $s$ is `surface x v`.

- `jointCov_posSemidef` holds for all positions, repeated ones included. `PosSemidef` contains the symmetry of the matrix as well as the inequality.
- `jointCov_posDef_iff` says that positive definiteness is equivalent to `Function.Injective x`, that is, to distinct points.
- `existsUnique_fit` says that at distinct points exactly one `v` reproduces given energies `E` and slopes `G`.

Slopes are derivatives of the energy, and forces are their negatives. Using forces flips the sign of the two off-diagonal blocks and leaves definiteness unchanged. The model has one coordinate, unit length scale, unit prior variance and no noise.

```lean
import Mathlib

open Matrix Polynomial

namespace EnergyForceRegression

noncomputable section

variable {ι : Type*}

/-- The squared-exponential covariance of the energies at two points, with unit length scale. -/
def kern (x y : ℝ) : ℝ := Real.exp (-(x - y) ^ 2 / 2)

/-- The joint covariance matrix of energies (first block) and slopes (second block). -/
def jointCov (x : ι → ℝ) : Matrix (ι ⊕ ι) (ι ⊕ ι) ℝ :=
  Matrix.fromBlocks
    (Matrix.of fun i j => kern (x i) (x j))
    (Matrix.of fun i j => (x i - x j) * kern (x i) (x j))
    (Matrix.of fun i j => -(x i - x j) * kern (x i) (x j))
    (Matrix.of fun i j => (1 - (x i - x j) ^ 2) * kern (x i) (x j))

variable [Fintype ι]

/-- The amplitude of the `m`-th monomial mode in a combination `v` of energies and slopes. -/
def mode (x : ι → ℝ) (v : ι ⊕ ι → ℝ) (m : ℕ) : ℝ :=
  ∑ i, Real.exp (-(x i) ^ 2 / 2) *
    ((v (.inl i) - v (.inr i) * x i) * x i ^ m + v (.inr i) * (m * x i ^ (m - 1)))

/-- The regression surface: a combination of kernels and kernel derivatives at the data points. -/
def surface (x : ι → ℝ) (v : ι ⊕ ι → ℝ) (t : ℝ) : ℝ :=
  ∑ j, (v (.inl j) * kern t (x j) + v (.inr j) * ((t - x j) * kern t (x j)))

omit [Fintype ι] in
/-- The covariance of two energies is symmetric in the two points. -/
theorem kern_comm (x y : ℝ) : kern x y = kern y x := by
  unfold kern
  congr 1
  ring

/-- The slope-energy, energy-slope and slope-slope covariances are the derivatives of the kernel
in the first argument, in the second, and in both. -/
theorem kern_derivatives (x y : ℝ) :
    HasDerivAt (fun t => kern t y) (-(x - y) * kern x y) x ∧
    HasDerivAt (fun t => kern x t) ((x - y) * kern x y) y ∧
    HasDerivAt (fun t => (t - y) * kern t y) ((1 - (x - y) ^ 2) * kern x y) x := by
  have left : ∀ x y : ℝ, HasDerivAt (fun t => kern t y) (-(x - y) * kern x y) x := by
    intro x y
    have h : HasDerivAt (fun t : ℝ => -(t - y) ^ 2 / 2) (-(x - y)) x :=
      (((((hasDerivAt_id' x).sub_const y).fun_pow 2).fun_neg).div_const 2).congr_deriv
        (by norm_num; ring)
    exact h.exp.congr_deriv (by rw [kern]; ring)
  refine ⟨left x y, ?_, ?_⟩
  · have e : (fun t => kern x t) = fun t => kern t x := funext fun t => kern_comm x t
    rw [e, kern_comm x y]
    exact (left y x).congr_deriv (by ring)
  · exact (((hasDerivAt_id' x).sub_const y).fun_mul (left x y)).congr_deriv (by ring)

/-- The exponential series, summed for a pair of points that each carry a value coefficient
and a slope coefficient. -/
theorem hasSum_pair (x y c b c' b' : ℝ) :
    HasSum (fun m : ℕ => (c * x ^ m + b * (m * x ^ (m - 1))) *
        (c' * y ^ m + b' * (m * y ^ (m - 1))) / (m.factorial : ℝ))
      (((c + b * y) * (c' + b' * x) + b * b') * Real.exp (x * y)) := by
  have E (u : ℝ) : HasSum (fun m : ℕ => u ^ m / (m.factorial : ℝ)) (Real.exp u) := by
    rw [Real.exp_eq_exp_ℝ]
    exact NormedSpace.expSeries_div_hasSum_exp u
  have shift (g : ℕ → ℝ) (s : ℝ) (h0 : g 0 = 0) (h : HasSum (fun m => g (m + 1)) s) :
      HasSum g s := by
    rw [← hasSum_nat_add_iff' 1]
    simpa [h0] using h
  have hf (m : ℕ) : ((m + 1 : ℕ) : ℝ) / ((m + 1).factorial : ℝ) = 1 / (m.factorial : ℝ) := by
    rw [Nat.factorial_succ, Nat.cast_mul, div_mul_eq_div_div,
      div_self (Nat.cast_ne_zero.mpr (Nat.succ_ne_zero m))]
  -- series with one differentiated factor
  have A (x y : ℝ) : HasSum (fun m : ℕ => (m : ℝ) / (m.factorial : ℝ) * (x ^ m * y ^ (m - 1)))
      (x * Real.exp (x * y)) := by
    refine shift _ _ (by simp) ?_
    convert (E (x * y)).mul_left x using 1
    · rfl
    funext m
    simp only [hf, Nat.add_sub_cancel]
    ring
  have D (u : ℝ) : HasSum (fun m : ℕ => (m : ℝ) / (m.factorial : ℝ) * u ^ m)
      (u * Real.exp u) := by
    refine shift _ _ (by simp) ?_
    convert (E u).mul_left u using 1
    · rfl
    funext m
    simp only [hf]
    ring
  -- series with both factors differentiated
  have B : HasSum (fun m : ℕ => (m : ℝ) / (m.factorial : ℝ) *
      (m * (x ^ (m - 1) * y ^ (m - 1)))) (x * y * Real.exp (x * y) + Real.exp (x * y)) := by
    refine shift _ _ (by simp) ?_
    convert (D (x * y)).add (E (x * y)) using 1
    funext m
    simp only [hf, Nat.add_sub_cancel]
    push_cast
    ring
  have A' := A y x
  rw [mul_comm y x] at A'
  convert ((((E (x * y)).mul_left (c * c')).add ((A x y).mul_left (c * b'))).add
    (A'.mul_left (b * c'))).add (B.mul_left (b * b')) using 1
  · rfl
  · funext m
    ring
  · ring

/-- The variance of any combination of energies and slopes is a convergent sum of squared
mode amplitudes, each divided by a factorial. -/
theorem hasSum_variance (x : ι → ℝ) (v : ι ⊕ ι → ℝ) :
    HasSum (fun m : ℕ => mode x v m ^ 2 / (m.factorial : ℝ)) (v ⬝ᵥ jointCov x *ᵥ v) := by
  have h := hasSum_sum (s := Finset.univ) fun i (_ : i ∈ Finset.univ) =>
    hasSum_sum (s := Finset.univ) fun j (_ : j ∈ Finset.univ) =>
      (hasSum_pair (x i) (x j) (v (.inl i) - v (.inr i) * x i) (v (.inr i))
        (v (.inl j) - v (.inr j) * x j) (v (.inr j))).mul_left
        (Real.exp (-(x i) ^ 2 / 2) * Real.exp (-(x j) ^ 2 / 2))
  convert h using 1
  · rfl
  · funext m
    rw [mode, sq, Finset.sum_mul_sum, Finset.sum_div]
    refine Finset.sum_congr rfl fun i _ => ?_
    rw [Finset.sum_div]
    refine Finset.sum_congr rfl fun j _ => ?_
    ring
  · simp only [dotProduct, Matrix.mulVec, Fintype.sum_sum_type, jointCov,
      Matrix.fromBlocks_apply₁₁, Matrix.fromBlocks_apply₁₂, Matrix.fromBlocks_apply₂₁,
      Matrix.fromBlocks_apply₂₂, Matrix.of_apply]
    rw [← Finset.sum_add_distrib]
    refine Finset.sum_congr rfl fun i _ => ?_
    rw [← Finset.sum_add_distrib, ← Finset.sum_add_distrib, Finset.mul_sum, Finset.mul_sum,
      ← Finset.sum_add_distrib]
    refine Finset.sum_congr rfl fun j _ => ?_
    have hk : kern (x i) (x j) = Real.exp (-(x i) ^ 2 / 2) * Real.exp (-(x j) ^ 2 / 2) *
        Real.exp (x i * x j) := by
      rw [kern, ← Real.exp_add, ← Real.exp_add]
      congr 1
      ring
    rw [hk]
    ring

/-- The joint covariance matrix of energies and slopes is positive semidefinite. -/
theorem jointCov_posSemidef (x : ι → ℝ) : (jointCov x).PosSemidef := by
  refine Matrix.PosSemidef.of_dotProduct_mulVec_nonneg ?_ fun v => ?_
  · refine Matrix.IsHermitian.ext ?_
    rintro (i | i) (j | j) <;>
      simp only [jointCov, Matrix.fromBlocks_apply₁₁, Matrix.fromBlocks_apply₁₂,
        Matrix.fromBlocks_apply₂₁, Matrix.fromBlocks_apply₂₂, Matrix.of_apply, star_trivial,
        kern_comm (x j) (x i)] <;> ring
  · rw [star_trivial]
    exact (hasSum_variance x v).nonneg fun m => by positivity

/-- At distinct points, a combination of energies and slopes with no amplitude in any mode
is zero. -/
theorem eq_zero_of_mode (x : ι → ℝ) (hx : Function.Injective x) (v : ι ⊕ ι → ℝ)
    (hm : ∀ m, mode x v m = 0) : v = 0 := by
  classical
  -- the functional vanishes on all polynomials
  have poly (p : ℝ[X]) : ∑ i, Real.exp (-(x i) ^ 2 / 2) * ((v (.inl i) - v (.inr i) * x i) *
      p.eval (x i) + v (.inr i) * (derivative p).eval (x i)) = 0 := by
    induction p using Polynomial.induction_on' with
    | add p q hp hq =>
      have h := congrArg₂ (· + ·) hp hq
      simp only [← Finset.sum_add_distrib, add_zero] at h
      refine Eq.trans (Finset.sum_congr rfl fun i _ => ?_) h
      simp only [derivative_add, eval_add]
      ring
    | monomial m r =>
      have h := congrArg (r * ·) (hm m)
      simp only [mode, Finset.mul_sum, mul_zero] at h
      refine Eq.trans (Finset.sum_congr rfl fun i _ => ?_) h
      simp only [derivative_monomial, eval_monomial]
      ring
  have both (k : ι) : v (.inl k) = 0 ∧ v (.inr k) = 0 := by
    -- a polynomial with double zeros at all the other points
    obtain ⟨Q, hdvd, hQ⟩ : ∃ Q : ℝ[X], (∀ i, i ≠ k → (X - C (x i)) ^ 2 ∣ Q) ∧
        Q.eval (x k) ≠ 0 := by
      refine ⟨∏ j ∈ Finset.univ.erase k, (X - C (x j)) ^ 2, fun i hi =>
        Finset.dvd_prod_of_mem (fun j => (X - C (x j)) ^ 2)
          (Finset.mem_erase.mpr ⟨hi, Finset.mem_univ i⟩), ?_⟩
      rw [eval_prod]
      refine Finset.prod_ne_zero_iff.mpr fun j hj => ?_
      simp only [eval_pow, eval_sub, eval_X, eval_C]
      exact pow_ne_zero 2 (sub_ne_zero.mpr fun h => Finset.ne_of_mem_erase hj (hx h).symm)
    have key (S : ℝ[X]) : Real.exp (-(x k) ^ 2 / 2) * ((v (.inl k) - v (.inr k) * x k) *
        (Q * S).eval (x k) + v (.inr k) * (derivative (Q * S)).eval (x k)) = 0 := by
      refine Eq.trans (Eq.symm ?_) (poly (Q * S))
      refine Finset.sum_eq_single k (fun i _ hik => ?_) (fun h => absurd (Finset.mem_univ k) h)
      obtain ⟨R, hR⟩ := hdvd i hik
      rw [hR]
      simp [derivative_mul, derivative_pow]
    have hb : v (.inr k) = 0 := by
      have h := key (X - C (x k))
      simp only [derivative_mul, derivative_sub, derivative_X, derivative_C, eval_mul, eval_add,
        eval_sub, eval_X, eval_C, sub_self, mul_zero, zero_add, sub_zero, mul_one] at h
      simpa [Real.exp_ne_zero, hQ] using h
    have h := key 1
    exact ⟨by simpa [hb, Real.exp_ne_zero, hQ] using h, hb⟩
  funext s
  rcases s with k | k
  · exact (both k).1
  · exact (both k).2

/-- The joint covariance matrix is positive definite exactly when the points are distinct. -/
theorem jointCov_posDef_iff (x : ι → ℝ) : (jointCov x).PosDef ↔ Function.Injective x := by
  classical
  constructor
  · intro h i j hij
    by_contra hne
    -- coincident points give two equal rows
    have h0 : (jointCov x).det = 0 :=
      Matrix.det_zero_of_row_eq (i := Sum.inl i) (j := Sum.inl j)
        (fun e => hne (Sum.inl.inj e))
        (by funext s; rcases s with s | s <;> simp [jointCov, hij])
    exact h.det_pos.ne' h0
  · intro hx
    refine Matrix.posDef_iff_dotProduct_mulVec.mpr ⟨(jointCov_posSemidef x).isHermitian, ?_⟩
    intro v hv
    rw [star_trivial]
    obtain ⟨m, hm⟩ : ∃ m, mode x v m ≠ 0 := by
      by_contra! h
      exact hv (eq_zero_of_mode x hx v h)
    have hpos : 0 < mode x v m ^ 2 / (m.factorial : ℝ) := by positivity
    exact hpos.trans_le (le_hasSum (hasSum_variance x v) m fun j _ => by positivity)

/-- The energies and slopes of the regression surface at the data points are the joint
covariance matrix applied to the coefficients. -/
theorem surface_data (x : ι → ℝ) (v : ι ⊕ ι → ℝ) (i : ι) :
    surface x v (x i) = (jointCov x *ᵥ v) (.inl i) ∧
    HasDerivAt (surface x v) ((jointCov x *ᵥ v) (.inr i)) (x i) := by
  constructor
  · simp only [surface, Matrix.mulVec, dotProduct, Fintype.sum_sum_type, jointCov,
      Matrix.fromBlocks_apply₁₁, Matrix.fromBlocks_apply₁₂, Matrix.of_apply]
    rw [← Finset.sum_add_distrib]
    exact Finset.sum_congr rfl fun j _ => by ring
  · have h := HasDerivAt.fun_sum (u := Finset.univ) fun j (_ : j ∈ Finset.univ) =>
      ((kern_derivatives (x i) (x j)).1.const_mul (v (.inl j))).fun_add
        ((kern_derivatives (x i) (x j)).2.2.const_mul (v (.inr j)))
    refine h.congr_deriv ?_
    simp only [Matrix.mulVec, dotProduct, Fintype.sum_sum_type, jointCov,
      Matrix.fromBlocks_apply₂₁, Matrix.fromBlocks_apply₂₂, Matrix.of_apply]
    rw [← Finset.sum_add_distrib]
    exact Finset.sum_congr rfl fun j _ => by ring

/-- At distinct points, any prescribed energies `E` and slopes `G` are reproduced by the
regression surface for exactly one choice of coefficients. -/
theorem existsUnique_fit (x : ι → ℝ) (hx : Function.Injective x) (E G : ι → ℝ) :
    ∃! v : ι ⊕ ι → ℝ, ∀ i, surface x v (x i) = E i ∧ HasDerivAt (surface x v) (G i) (x i) := by
  classical
  have hK : IsUnit (jointCov x).det := ((jointCov_posDef_iff x).mpr hx).det_pos.ne'.isUnit
  -- fitting the data is a linear system for the coefficients
  have fit (v : ι ⊕ ι → ℝ) : (∀ i, surface x v (x i) = E i ∧
      HasDerivAt (surface x v) (G i) (x i)) ↔ jointCov x *ᵥ v = Sum.elim E G := by
    constructor
    · intro h
      funext s
      rcases s with i | i
      · exact (surface_data x v i).1.symm.trans (h i).1
      · exact (surface_data x v i).2.unique (h i).2
    · intro h i
      exact ⟨(surface_data x v i).1.trans (congrFun h (.inl i)),
        (surface_data x v i).2.congr_deriv (congrFun h (.inr i))⟩
  refine ⟨(jointCov x)⁻¹ *ᵥ Sum.elim E G, (fit _).mpr ?_, fun u hu => ?_⟩
  · rw [Matrix.mulVec_mulVec, Matrix.mul_nonsing_inv _ hK, Matrix.one_mulVec]
  · rw [← (fit u).mp hu, Matrix.mulVec_mulVec, Matrix.nonsing_inv_mul _ hK, Matrix.one_mulVec]

end

end EnergyForceRegression
```

```lean
#print axioms EnergyForceRegression.jointCov_posSemidef
#print axioms EnergyForceRegression.existsUnique_fit
```

```
'EnergyForceRegression.jointCov_posSemidef' depends on axioms: [propext, Classical.choice, Quot.sound]
'EnergyForceRegression.existsUnique_fit' depends on axioms: [propext, Classical.choice, Quot.sound]
```

### From the exponential series to the linear system

`kern_derivatives` identifies the blocks as derivatives, using `kern_comm` to exchange the arguments. `hasSum_pair` proves the pair sum: its local step `shift` drops the vanishing $m=0$ term, and `hf` cancels $m+1$ against the factorial. `hasSum_variance` adds these series over all pairs and matches the result with the four blocks. Positive semidefiniteness follows because a convergent series of nonnegative terms has a nonnegative sum.

In `eq_zero_of_mode`, `poly` passes from monomials to all polynomials by induction, and `key` isolates point $k$ with the double zeros. `jointCov_posDef_iff` then finds a nonzero amplitude for each nonzero `v` and bounds the variance below by that one positive term; the converse uses the equal rows. `surface_data` computes the surface's values and slopes. In `existsUnique_fit`, uniqueness of derivatives turns the fitting conditions into a linear system, which the inverse matrix solves.

### Nearly coincident points, and a random-function model

For two points at separation $d$, the difference of their energies has variance $2-2e^{-d^2/2}$, which tends to zero as they merge. In surrogate-based geometry optimization along one coordinate, this noise-free model can fit any energies and forces at distinct points exactly, but closely spaced steps make the linear system ill-conditioned.

The model could also start from a random function $f(x)=\sum_m\xi_m e^{-x^2/2}x^m/\sqrt{m!}$ with independent standard normal $\xi_m$. Nonnegativity would then be immediate, since the quadratic form is a variance, but the work would move to constructing $f$ and justifying its derivative. The file works with the matrix directly and needs no probability theory.
